# Hermitian Projectors That Sum to the Identity Are Mutually Orthogonal

A: Take a finite family of Hermitian idempotent complex matrices Pᵢ that sum to the identity. Then

PᵢPⱼ = 0 for all i ≠ j.

For a projective measurement with finitely many outcomes on a finite-dimensional system, completeness already forces the outcomes to exclude one another.

Q: My lecture notes list orthogonality and completeness as two separate requirements. Show me by hand that the first follows from the second.

A: Write ⟨x, y⟩ for the inner product and w(P, x) = Re⟨x, Px⟩ for the Born weight of P in a state x that need not be normalised. For a projector P, use P = PP and then P† = P:

⟨x, Px⟩ = ⟨x, PPx⟩ = ⟨Px, Px⟩ = ‖Px‖².

So w(P, x) = ‖Px‖², which is never negative.

Now suppose that Pᵢx = x. Then w(Pᵢ, x) = ‖x‖². Completeness gives Σₖ w(Pₖ, x) = ‖x‖², and since no term is negative, for any j ≠ i

‖x‖² + ‖Pⱼx‖² = w(Pᵢ, x) + w(Pⱼ, x) ≤ Σₖ w(Pₖ, x) = ‖x‖².

Hence Pⱼx = 0: an outcome that is certain leaves no weight for the others.

Finally, take any vector v. The vector Pⱼv is fixed by Pⱼ, because PⱼPⱼv = Pⱼv. The previous step, with i and j exchanged, gives PᵢPⱼv = 0. This holds for every v, so PᵢPⱼ = 0.

Q: You used completeness only to bound the total weight.

A: Yes, and an upper bound is enough:

Σₖ w(Pₖ, x) ≤ ‖x‖² for every x.

Physically, the probabilities of the listed outcomes never add up to more than one; any deficit belongs to runs in which none of them is registered. The bound also holds whenever the sum S = Σₖ Pₖ is itself a projector. In that case 1 − S is Hermitian, and

(1 − S)² = 1 − 2S + S² = 1 − S,

so it is a projector too, and 0 ≤ w(1 − S, x) = ‖x‖² − w(S, x).

Q: Now the formal version. What are the states and the outcomes?

A: The finite type `n` labels the vectors of an orthonormal basis, and the finite type `ι` labels the outcomes. A state is a function `n → ℂ`, that is, a column of amplitudes.

In Lean 4 with Mathlib:

```lean
import Mathlib

open Matrix

namespace CompleteProjectorsExclusive

noncomputable section

variable {n ι : Type*} [Fintype n] [DecidableEq n] [Fintype ι]
```

Q: And a projector? If orthogonality between different outcomes is hidden in that definition, the theorem is empty.

A: The definition concerns one matrix at a time. "Orthogonal projector" in its comment means that the matrix projects along the orthogonal complement of its range, which is what Hermiticity adds to idempotency. It says nothing about a second projector.

```lean
/-- An orthogonal projector: a Hermitian idempotent complex matrix. -/
structure IsProjector (P : Matrix n n ℂ) : Prop where
  herm : P.IsHermitian
  idem : P * P = P
```

Q: Why does the Born weight take a real part? Probabilities should be real without help.

A: For a Hermitian matrix ⟨x, Px⟩ is real already, so the real part discards nothing; it only turns a complex number into one that can be compared with `≤`. In the code `star x ⬝ᵥ (P *ᵥ x)` is ⟨x, Px⟩, conjugate-linear in the first slot. The probability in a non-zero state x is the weight divided by ‖x‖².

```lean
/-- The Born weight `Re ⟨x, P x⟩` of the operator `P` in the (unnormalised) state `x`. -/
def bornWeight (P : Matrix n n ℂ) (x : n → ℂ) : ℝ :=
  (star x ⬝ᵥ (P *ᵥ x)).re
```

Q: Where is the identity w(P, x) = ‖Px‖²?

A: It is the first lemma. The inner `rw` moves one copy of P to the left slot, using `hP.herm.eq` for P† = P and `hP.idem` for PP = P. The remaining lines compare the two sides component by component, where the claim is that the product of z and its complex conjugate has real part |z|².

```lean
omit [DecidableEq n] in
/-- The Born weight of a projector is the squared norm of the projected state. -/
theorem bornWeight_eq_normSq {P : Matrix n n ℂ} (hP : IsProjector P) (x : n → ℂ) :
    bornWeight P x = ∑ k, ‖(P *ᵥ x) k‖ ^ 2 := by
  -- move one copy of `P = P * P` to the left slot
  have h : star x ⬝ᵥ (P *ᵥ x) = star (P *ᵥ x) ⬝ᵥ (P *ᵥ x) := by
    rw [Matrix.star_mulVec, hP.herm.eq, ← Matrix.dotProduct_mulVec,
      Matrix.mulVec_mulVec, hP.idem]
  rw [bornWeight, h]
  simp only [dotProduct, Complex.re_sum, Pi.star_apply]
  refine Finset.sum_congr rfl fun k _ => ?_
  generalize (P *ᵥ x) k = z
  rw [Complex.sq_norm, Complex.normSq_apply]
  simp [Complex.mul_re]
```

Next comes additivity: the weight of a sum of operators is the sum of their weights. You would call this linearity and move on; the proof adds one operator at a time, by induction on the finite set of outcomes.

```lean
omit [DecidableEq n] in
/-- The Born weight of a sum of operators is the sum of their Born weights. -/
theorem bornWeight_sum (P : ι → Matrix n n ℂ) (x : n → ℂ) :
    bornWeight (∑ i, P i) x = ∑ i, bornWeight (P i) x := by
  classical
  have h : ∀ s : Finset ι, bornWeight (∑ i ∈ s, P i) x = ∑ i ∈ s, bornWeight (P i) x := by
    intro s
    induction s using Finset.induction_on with
    | empty => simp [bornWeight]
    | insert a s ha ih =>
      rw [Finset.sum_insert ha, Finset.sum_insert ha, ← ih]
      simp only [bornWeight, Matrix.add_mulVec, dotProduct_add, Complex.add_re]
  exact h Finset.univ
```

Q: The next name, `bornWeight_le_one`, looks wrong for unnormalised states. A weight can be 7.

A: The "one" is the identity matrix. The right-hand side is `bornWeight 1 x`, which equals ‖x‖², so for a normalised state the bound is the number 1. The proof is the calculation with 1 − S: `noncomm_ring` checks the algebra behind (1 − S)² = 1 − S, the first lemma makes the weight of 1 − S non-negative, and `linarith` rearranges.

```lean
/-- The Born weight of a projector never exceeds the squared norm of the state. -/
theorem bornWeight_le_one {S : Matrix n n ℂ} (hS : IsProjector S) (x : n → ℂ) :
    bornWeight S x ≤ bornWeight 1 x := by
  -- the complement `1 - S` is a projector, so its weight is non-negative
  have hC : IsProjector (1 - S) :=
    ⟨Matrix.isHermitian_one.sub hS.herm, by
      linear_combination (norm := noncomm_ring) hS.idem⟩
  have h0 : 0 ≤ bornWeight (1 - S) x := by
    rw [bornWeight_eq_normSq hC]
    positivity
  have h1 : bornWeight (1 - S) x = bornWeight 1 x - bornWeight S x := by
    simp only [bornWeight, Matrix.sub_mulVec, dotProduct_sub, Complex.sub_re]
  linarith
```

Q: Then comes the physical step, that a certain outcome excludes the rest.

A: Here the hypothesis `hle` is the bound on the total weight, required for every vector, and `hx` says that Pᵢ leaves x unchanged. The conclusion is Pⱼx = 0. Inside the proof, `hi` states that outcome i takes the full weight, and `hpair` states that the weights of i and j together do not exceed the total, because the terms left out are non-negative. Together with `hle` this gives ‖Pⱼx‖² ≤ 0, and the last lines pass from a vanishing sum of squares to vanishing components.

```lean
/-- If the weights of projective outcomes never add up to more than the squared norm of the
state, then a state left unchanged by one projector is annihilated by every other one. -/
theorem certain_outcome_excludes_others {P : ι → Matrix n n ℂ} (hP : ∀ i, IsProjector (P i))
    (hle : ∀ x, ∑ i, bornWeight (P i) x ≤ bornWeight 1 x) {i j : ι} (hij : i ≠ j)
    {x : n → ℂ} (hx : P i *ᵥ x = x) : P j *ᵥ x = 0 := by
  classical
  have hnn : ∀ k, 0 ≤ bornWeight (P k) x := fun k => by
    rw [bornWeight_eq_normSq (hP k)]
    positivity
  -- outcome `i` already uses up the whole weight
  have hi : bornWeight (P i) x = bornWeight 1 x := by
    simp only [bornWeight, hx, Matrix.one_mulVec]
  have hpair : bornWeight (P i) x + bornWeight (P j) x ≤ ∑ k, bornWeight (P k) x := by
    rw [← Finset.sum_pair (f := fun k => bornWeight (P k) x) hij]
    exact Finset.sum_le_sum_of_subset_of_nonneg (Finset.subset_univ _) fun k _ _ => hnn k
  have hj : ∑ k, ‖(P j *ᵥ x) k‖ ^ 2 ≤ 0 := by
    rw [← bornWeight_eq_normSq (hP j)]
    linarith [hle x]
  funext k
  have hk : ‖(P j *ᵥ x) k‖ ^ 2 ≤ ∑ k, ‖(P j *ᵥ x) k‖ ^ 2 :=
    Finset.single_le_sum (f := fun k => ‖(P j *ᵥ x) k‖ ^ 2)
      (fun _ _ => sq_nonneg _) (Finset.mem_univ k)
  have hz : ‖(P j *ᵥ x) k‖ ^ 2 = 0 := le_antisymm (hk.trans hj) (sq_nonneg _)
  exact norm_eq_zero.mp ((pow_eq_zero_iff two_ne_zero).mp hz)
```

Q: And from states back to matrices?

A: By feeding in the vectors Pⱼv. The lemma is called with `hij.symm` because the roles of i and j are exchanged, as in the derivation. To conclude that the matrix is zero, the proof applies it to each basis vector `Pi.single b 1`, which reads off column b.

```lean
/-- Projectors whose Born weights never add up to more than the squared norm of the state
are mutually orthogonal. -/
theorem orthogonal_of_weights_le {P : ι → Matrix n n ℂ} (hP : ∀ i, IsProjector (P i))
    (hle : ∀ x, ∑ i, bornWeight (P i) x ≤ bornWeight 1 x) {i j : ι} (hij : i ≠ j) :
    P i * P j = 0 := by
  -- every vector `P j v` is fixed by `P j`, hence annihilated by `P i`
  have h : ∀ v, (P i * P j) *ᵥ v = 0 := fun v => by
    rw [← Matrix.mulVec_mulVec]
    exact certain_outcome_excludes_others hP hle hij.symm
      (by rw [Matrix.mulVec_mulVec, (hP j).idem])
  ext a b
  have hab := congrFun (h (Pi.single b 1)) a
  simpa using hab
```

Q: Doesn't the bound on the weights smuggle in the orthogonality?

A: Not by itself. There are positive operators that satisfy it and have non-zero products; an example comes at the end. The bound alone is therefore not enough; the proof combines it with idempotency.

The case in which the sum is a projector now takes two ingredients: additivity turns the sum of weights into the weight of the sum, and `bornWeight_le_one` bounds that.

```lean
/-- If a finite sum of projectors is itself a projector, the summands are mutually
orthogonal. -/
theorem orthogonal_of_sum_isProjector {P : ι → Matrix n n ℂ} (hP : ∀ i, IsProjector (P i))
    (hS : IsProjector (∑ i, P i)) {i j : ι} (hij : i ≠ j) : P i * P j = 0 :=
  orthogonal_of_weights_le hP
    (fun x => by rw [← bornWeight_sum]; exact bornWeight_le_one hS x) hij
```

Q: Does that version matter outside measurement theory?

A: It applies to one-particle density matrices of single determinants in a finite orthonormal spin-orbital basis. If the density matrices of several fragments are projectors and their sum is also a projector, then the occupied spaces of the fragments are mutually orthogonal.

For the identity, the only thing left to supply is that 1 is a projector:

```lean
/-- Completeness forces mutual exclusivity: projectors that sum to the identity satisfy
`P i * P j = 0` for all distinct outcomes `i` and `j`. -/
theorem exclusive_of_complete {P : ι → Matrix n n ℂ} (hP : ∀ i, IsProjector (P i))
    (hsum : ∑ i, P i = 1) {i j : ι} (hij : i ≠ j) : P i * P j = 0 :=
  orthogonal_of_sum_isProjector hP
    (by rw [hsum]; exact ⟨Matrix.isHermitian_one, mul_one 1⟩) hij
```

Q: Read that last statement to me as physics.

A: `hP` says that each outcome is represented by a projector. `hsum` says that the outcomes are complete, so their probabilities add up to one in every state. `hij` picks two different labels, and the conclusion is that the product of their projectors is the zero matrix. Some outcomes may have Pᵢ = 0 and never occur. If two different labels carry the same matrix, the theorem forces that matrix to be zero, since its square is both itself and zero.

Q: "Exclusive" suggests more to me: measure, find j, measure again, and never find i.

A: That reading needs the projection postulate, which the file does not contain: immediately after outcome j the state is proportional to Pⱼv, and PᵢPⱼv = 0 then gives outcome i probability zero, provided the state does not evolve before the second measurement. The theorem supplies the matrix identity. It also stays with finite matrices and finitely many outcomes, so a position measurement with a continuous range of results is not covered.

Q: Give me numbers.

A: Measure a spin-1/2 along x and write the projectors in the z basis, rows separated by semicolons:

P₀ = ½ [1, 1; 1, 1]
P₁ = ½ [1, −1; −1, 1]

They sum to the identity. Take v = (1, 0), spin up along z. Then

P₁v = (½, −½)
P₀P₁v = ½ (½ − ½, ½ − ½) = (0, 0).

For the unnormalised state x = (1, 1) we have P₀x = x and P₁x = 0. The weights are 2 and 0, and after division by ‖x‖² = 2 the probabilities are 1 and 0.

```lean
/-- The two projectors of a spin-1/2 measurement along `x`, written in the `z` basis. -/
def spinX : Fin 2 → Matrix (Fin 2) (Fin 2) ℂ :=
  ![!![1/2, 1/2; 1/2, 1/2], !![1/2, -1/2; -1/2, 1/2]]
```

The theorem that follows checks, entry by entry, that these two matrices meet the hypotheses.

```lean
/-- The spin-x matrices are projectors and sum to the identity. -/
theorem exclusive_of_complete_witness :
    (∀ i, IsProjector (spinX i)) ∧ ∑ i, spinX i = 1 := by
  refine ⟨Fin.forall_fin_two.mpr ⟨⟨?_, ?_⟩, ⟨?_, ?_⟩⟩, ?_⟩
  · apply Matrix.IsHermitian.ext
    intro a b
    fin_cases a <;> fin_cases b <;> simp [spinX]
  · ext a b
    fin_cases a <;> fin_cases b <;>
      norm_num [spinX, Matrix.mul_apply, Fin.sum_univ_two]
  · apply Matrix.IsHermitian.ext
    intro a b
    fin_cases a <;> fin_cases b <;> simp [spinX]
  · ext a b
    fin_cases a <;> fin_cases b <;>
      norm_num [spinX, Matrix.mul_apply, Fin.sum_univ_two]
  · ext a b
    fin_cases a <;> fin_cases b <;> norm_num [spinX, Fin.sum_univ_two]
```

Q: And the positive operators with a non-zero product?

A: They describe an unsharp measurement of the spin along z, in which the device reports the wrong value a quarter of the time:

E₀ = diag(3/4, 1/4)
E₁ = diag(1/4, 3/4)

```lean
/-- The two effects of an unsharp spin-1/2 measurement along `z`. -/
def unsharpZ : Fin 2 → Matrix (Fin 2) (Fin 2) ℂ :=
  ![!![3/4, 0; 0, 1/4], !![1/4, 0; 0, 3/4]]
```

Both are Hermitian with non-negative weights, and they sum to the identity, so the total weight is exactly ‖x‖². Yet

E₀E₁ = diag(3/16, 3/16) ≠ 0.

Q: Which step of the derivation breaks?

A: Two steps use idempotency, and both fail here. The identity w(P, x) = ‖Px‖² is lost, but that alone could be repaired, since a positive operator with zero weight in x still annihilates x. The decisive failure is in the step that produces a fixed vector: E₁v is not fixed by E₁ unless v = 0, and no non-zero state makes either reading certain. In the formal proof, non-negativity comes from writing the weights as sums of squares with positive coefficients, and the product is shown to be non-zero by its upper left entry.

```lean
/-- The unsharp effects are Hermitian, have non-negative Born weights and sum to the identity,
yet their product is not zero. -/
theorem unsharp_complete_not_exclusive :
    (∀ i, (unsharpZ i).IsHermitian ∧ ∀ x, 0 ≤ bornWeight (unsharpZ i) x) ∧
      ∑ i, unsharpZ i = 1 ∧ unsharpZ 0 * unsharpZ 1 ≠ 0 := by
  refine ⟨Fin.forall_fin_two.mpr ⟨⟨?_, fun x => ?_⟩, ⟨?_, fun x => ?_⟩⟩, ?_, fun h => ?_⟩
  · apply Matrix.IsHermitian.ext
    intro a b
    fin_cases a <;> fin_cases b <;> simp [unsharpZ]
  · simp [bornWeight, unsharpZ, dotProduct, Matrix.mulVec, Fin.sum_univ_two, Complex.mul_re]
    nlinarith [sq_nonneg (x 0).re, sq_nonneg (x 0).im, sq_nonneg (x 1).re, sq_nonneg (x 1).im]
  · apply Matrix.IsHermitian.ext
    intro a b
    fin_cases a <;> fin_cases b <;> simp [unsharpZ]
  · simp [bornWeight, unsharpZ, dotProduct, Matrix.mulVec, Fin.sum_univ_two, Complex.mul_re]
    nlinarith [sq_nonneg (x 0).re, sq_nonneg (x 0).im, sq_nonneg (x 1).re, sq_nonneg (x 1).im]
  · ext a b
    fin_cases a <;> fin_cases b <;> norm_num [unsharpZ, Fin.sum_univ_two]
  · have h00 := congrFun (congrFun h 0) 0
    norm_num [unsharpZ, Matrix.mul_apply, Fin.sum_univ_two] at h00

end

end CompleteProjectorsExclusive
```

```lean
#print axioms CompleteProjectorsExclusive.orthogonal_of_sum_isProjector
#print axioms CompleteProjectorsExclusive.exclusive_of_complete
#print axioms CompleteProjectorsExclusive.unsharp_complete_not_exclusive
```

```
'CompleteProjectorsExclusive.orthogonal_of_sum_isProjector' depends on axioms: [propext, Classical.choice, Quot.sound]
'CompleteProjectorsExclusive.exclusive_of_complete' depends on axioms: [propext, Classical.choice, Quot.sound]
'CompleteProjectorsExclusive.unsharp_complete_not_exclusive' depends on axioms: [propext, Classical.choice, Quot.sound]
```

Q: Where would I meet this in a program?

A: Suppose you split a finite-dimensional state space into symmetry sectors and build one projector matrix per sector, written in an orthonormal basis. You test that each matrix is Hermitian and idempotent and that they all sum to the identity. In exact arithmetic those tests already imply that every pairwise product vanishes, so a loop over pairs adds no independent condition. In floating point the residuals are only small, and the theorem gives no error bound, so printing the largest ‖PᵢPⱼ‖ is still a sensible diagnostic.

Q: My atomic orbitals overlap. Can I run the same tests on my matrices?

A: Not directly, because `IsHermitian` refers to the plain conjugate transpose, which represents the adjoint in an orthonormal basis. Let O be the overlap matrix and D a density matrix with DOD = D. The matrix DO is idempotent but in general not Hermitian. Transform to the orthonormalised basis first:

P = O^(1/2) D O^(1/2)

With D Hermitian, this P is Hermitian, and P² = O^(1/2) DOD O^(1/2) = P, so it is a projector in the sense used here.
